# The linearised force on an atom in a plane wave, for an fcc crystal with central nearest-neighbour springs, is minus the dynamical matrix times its displacement

The failing declaration, `springPull_planeWave`, concerns an fcc crystal of unit masses in which each atom is tied to its twelve nearest neighbours by central springs of unit constant, with forces taken to linear order in the displacements. For the displacement field cos(q·r − φ) u, with any real vectors q and u and any phase φ, it states that minus the force on the atom at r equals the dynamical matrix at q applied to that atom's displacement. The vector u need not be normalised, and no relation between q and u is assumed. The attempt writes both sides as sums over the six pairs of opposite bonds ±R, matches the coefficient of each bond vector, and expands the cosines at the two neighbours r + R and r − R so that `ring` can finish.

This version doesn't compile in Lean 4 with Mathlib:

```lean
import Mathlib

open Matrix

namespace FccCentralSprings

noncomputable section

/-- The six nearest-neighbour bonds of the fcc lattice, one from each pair `R`, `-R`,
in units of half the cubic lattice constant. -/
def bond : Fin 6 → Fin 3 → ℝ :=
  ![![1, 1, 0], ![1, -1, 0], ![1, 0, 1], ![1, 0, -1], ![0, 1, 1], ![0, 1, -1]]

/-- The dynamical matrix at wave vector `q`, for unit mass and unit spring constant. -/
def dynMat (q : Fin 3 → ℝ) : Matrix (Fin 3) (Fin 3) ℝ :=
  ∑ b, (2 * (1 - Real.cos (q ⬝ᵥ bond b))) • ((1 / 2 : ℝ) • vecMulVec (bond b) (bond b))

/-- The displacement field of a plane wave with polarisation `u` and phase `φ`. -/
def planeWave (q u : Fin 3 → ℝ) (φ : ℝ) (r : Fin 3 → ℝ) : Fin 3 → ℝ :=
  Real.cos (q ⬝ᵥ r - φ) • u

/-- Minus the linearised force on the atom at `r` from the central springs to its twelve
neighbours `r + R` and `r - R`, for the displacement field `U`. -/
def springPull (U : (Fin 3 → ℝ) → Fin 3 → ℝ) (r : Fin 3 → ℝ) : Fin 3 → ℝ :=
  ∑ b, (1 / 2 * (((U r - U (r + bond b)) + (U r - U (r - bond b))) ⬝ᵥ bond b)) • bond b

/-- The dynamical matrix acts on a displacement bond by bond, along each bond direction. -/
theorem dynMat_mulVec (q u : Fin 3 → ℝ) :
    dynMat q *ᵥ u = ∑ b, ((1 - Real.cos (q ⬝ᵥ bond b)) * (u ⬝ᵥ bond b)) • bond b := by
  ext i
  simp only [dynMat, Matrix.mulVec, dotProduct, Matrix.sum_apply, Matrix.smul_apply,
    vecMulVec_apply, smul_eq_mul, Finset.sum_apply, Pi.smul_apply, Fin.sum_univ_three,
    Finset.sum_mul, ← Finset.sum_add_distrib]
  exact Finset.sum_congr rfl fun b _ => by ring

/-- For a plane wave, minus the spring force on the atom at `r` is the dynamical matrix acting on
the displacement of that atom. -/
theorem springPull_planeWave (q u r : Fin 3 → ℝ) (φ : ℝ) :
    springPull (planeWave q u φ) r = dynMat q *ᵥ planeWave q u φ r := by
  rw [dynMat_mulVec, springPull]
  refine Finset.sum_congr rfl fun b _ => ?_
  congr 1
  simp only [planeWave, add_dotProduct, sub_dotProduct, smul_dotProduct, smul_eq_mul,
    dotProduct_add, dotProduct_sub]
  -- the two neighbours differ in phase by plus and minus `q · R`
  rw [show q ⬝ᵥ r + q ⬝ᵥ bond b - φ = (q ⬝ᵥ r - φ) + q ⬝ᵥ bond b by ring,
    show q ⬝ᵥ r - q ⬝ᵥ bond b - φ = (q ⬝ᵥ r - φ) - q ⬝ᵥ bond b by ring,
    Real.cos_add, Real.cos_sub]
  ring

end

end FccCentralSprings
```

Lean reports:

```
Try this:
  [apply] ring_nf
  
  The `ring` tactic failed to close the goal. Use `ring_nf` to obtain a normal form.
    
  Note that `ring` works primarily in *commutative* rings. If you have a noncommutative ring, abelian group or module, consider using `noncomm_ring`, `abel` or `module` instead.
Main.lean:39:70: error: unsolved goals
case e_a
q u r : Fin 3 → ℝ
φ : ℝ
b : Fin 6
x✝ : b ∈ Finset.univ
⊢ Real.cos (q ⬝ᵥ r) * Real.cos φ * u ⬝ᵥ bond b +
              Real.cos (q ⬝ᵥ r) * Real.cos φ * u ⬝ᵥ bond b * Real.cos (q ⬝ᵥ bond b) * (-1 / 2) +
            Real.sin (q ⬝ᵥ r) * Real.sin φ * u ⬝ᵥ bond b +
          Real.sin (q ⬝ᵥ r) * Real.sin φ * u ⬝ᵥ bond b * Real.cos (q ⬝ᵥ bond b) * (-1 / 2) +
        u ⬝ᵥ bond b * Real.sin (q ⬝ᵥ r - φ) * Real.sin (q ⬝ᵥ bond b) * (1 / 2) +
      u ⬝ᵥ bond b * Real.cos (q ⬝ᵥ r - φ - q ⬝ᵥ bond b) * (-1 / 2) =
    Real.cos (q ⬝ᵥ r) * Real.cos φ * u ⬝ᵥ bond b -
          Real.cos (q ⬝ᵥ r) * Real.cos φ * u ⬝ᵥ bond b * Real.cos (q ⬝ᵥ bond b) +
        Real.sin (q ⬝ᵥ r) * Real.sin φ * u ⬝ᵥ bond b -
      Real.sin (q ⬝ᵥ r) * Real.sin φ * u ⬝ᵥ bond b * Real.cos (q ⬝ᵥ bond b)
```

What went wrong. The error is an unsolved goal: the last `ring` could not close the identity, and what is printed is the goal as `ring_nf` left it. In that goal `Real.cos (q ⬝ᵥ r - φ - q ⬝ᵥ bond b)`, the cosine at the neighbour r − R, is still unexpanded.

The rewrite with `Real.cos_sub` was meant for that term. Given no arguments, the lemma fits the cosine of any difference, and `rw` settles on the first match it finds, then rewrites only instances of that one. Here it took `Real.cos (q ⬝ᵥ r - φ)`, the cosine at the atom itself, which is why products such as `Real.cos (q ⬝ᵥ r) * Real.cos φ` appear in the message. `ring` knows no trigonometric identities, so it could not relate the remaining cosine to the other terms.

The repair gives the lemma its two arguments, `q ⬝ᵥ r - φ` and `q ⬝ᵥ bond b`, so that only the intended cosine can match. The sine products from the two neighbours then cancel, and `ring` closes the goal.

As a diff, the version that Lean accepts:

```diff
@@ -46,5 +46,5 @@
   rw [show q ⬝ᵥ r + q ⬝ᵥ bond b - φ = (q ⬝ᵥ r - φ) + q ⬝ᵥ bond b by ring,
     show q ⬝ᵥ r - q ⬝ᵥ bond b - φ = (q ⬝ᵥ r - φ) - q ⬝ᵥ bond b by ring,
-    Real.cos_add, Real.cos_sub]
+    Real.cos_add, Real.cos_sub (q ⬝ᵥ r - φ) (q ⬝ᵥ bond b)]
   ring
 
```
